# Z − C(CᵀZ + ZᵀC)/2 projects orthogonally onto the Stiefel tangent space at real orthonormal orbitals C

Take a matrix C whose columns are orthonormal orbitals, CᵀC = 1, and move it by a small step εZ, for instance along a raw energy gradient. The new overlap matrix is

(C + εZ)ᵀ(C + εZ) = 1 + ε(CᵀZ + ZᵀC) + ε²ZᵀZ,

so orthonormality is in general lost already at first order. The map P(Z) = Z − C(CᵀZ + ZᵀC)/2 removes the first-order error and, measured by trace(XᵀY), changes Z as little as possible.

```lean
import Mathlib

open Matrix

namespace StiefelTangentProjection

variable {n k : Type*} [Fintype n]
```

Here `n` labels the basis functions and `k` will label the orbitals. `Fintype n` says that the basis is finite.

```lean
/-- A variation `X` of the orbital coefficients `C` is tangent when the overlap matrix `Cᵀ X`
is antisymmetric. -/
def IsTangent (C X : Matrix n k ℝ) : Prop :=
  (Cᵀ * X)ᵀ = -(Cᵀ * X)
```

`Matrix n k ℝ` is the type of real coefficient matrices. `IsTangent C X` is the condition (CᵀX)ᵀ = −CᵀX, or equivalently CᵀX + XᵀC = 0: the first-order change of the overlap vanishes.

```lean
/-- The map `Z ↦ Z - C (Cᵀ Z + Zᵀ C) / 2` on variations of the orbital coefficients `C`. -/
noncomputable def stiefelProj [Fintype k] (C Z : Matrix n k ℝ) : Matrix n k ℝ :=
  Z - (1 / 2 : ℝ) • (C * (Cᵀ * Z + Zᵀ * C))
```

This is P, with `•` for multiplication by a number. The definition makes sense for any C; orthonormality enters later as the hypothesis `hC`.

```lean
/-- The velocity of a differentiable curve of orthonormal orbitals is tangent at the point
it passes through. -/
theorem velocity_isTangent [DecidableEq k] (γ : ℝ → Matrix n k ℝ) (X : Matrix n k ℝ) (t₀ : ℝ)
    (hγ : ∀ t, (γ t)ᵀ * γ t = 1)
    (hX : ∀ i a, HasDerivAt (fun t => γ t i a) (X i a) t₀) :
    IsTangent (γ t₀) X := by
  unfold IsTangent
  ext a b
  -- differentiate the constant overlap of orbitals a and b
  have h1 : HasDerivAt (fun t => ∑ i, γ t i a * γ t i b)
      (∑ i, (X i a * γ t₀ i b + γ t₀ i a * X i b)) t₀ :=
    HasDerivAt.fun_sum fun i _ => (hX i a).fun_mul (hX i b)
  have h2 : (fun t => ∑ i, γ t i a * γ t i b) = fun _ => (1 : Matrix k k ℝ) a b := by
    funext t
    rw [← hγ t]
    simp only [Matrix.mul_apply, Matrix.transpose_apply]
  rw [h2] at h1
  have h3 := h1.unique (hasDerivAt_const t₀ _)
  rw [Finset.sum_add_distrib] at h3
  have h4 : ∑ i, γ t₀ i b * X i a = ∑ i, X i a * γ t₀ i b :=
    Finset.sum_congr rfl fun i _ => mul_comm _ _
  simp only [Matrix.transpose_apply, Matrix.neg_apply, Matrix.mul_apply]
  linarith
```

Why call such an X tangent? Let γ(t) be orthonormal at every t, with entrywise derivative X at t₀ (`HasDerivAt`). The overlap of orbitals a and b is constant, so the product rule gives

Σᵢ (Xᵢₐ γᵢᵦ + γᵢₐ Xᵢᵦ) = 0 at t₀, with β = b,

which is the tangency condition entry by entry. In Lean, `h1` is the product rule, `h2` says that the overlap is constant, and uniqueness of the derivative equates the two results.

```lean
variable [Fintype k]

/-- For orthonormal orbitals `C`, a variation is tangent exactly when it is `A C` for some
antisymmetric generator `A` of rotations of the whole basis space. -/
theorem isTangent_iff_generator [DecidableEq k] (C X : Matrix n k ℝ) (hC : Cᵀ * C = 1) :
    IsTangent C X ↔ ∃ A : Matrix n n ℝ, Aᵀ = -A ∧ A * C = X := by
  constructor
  · intro hX
    have h' : Xᵀ * C = -(Cᵀ * X) := by
      simpa only [IsTangent, Matrix.transpose_mul, Matrix.transpose_transpose] using hX
    refine ⟨X * Cᵀ - C * Xᵀ - C * (Cᵀ * X) * Cᵀ, ?_, ?_⟩
    · simp only [Matrix.transpose_sub, Matrix.transpose_mul, Matrix.transpose_transpose]
      rw [h']
      simp only [Matrix.neg_mul, Matrix.mul_neg, Matrix.mul_assoc]
      abel
    · have e : (X * Cᵀ - C * Xᵀ - C * (Cᵀ * X) * Cᵀ) * C
          = X * (Cᵀ * C) - C * (Xᵀ * C) - C * (Cᵀ * X) * (Cᵀ * C) := by
        simp only [Matrix.sub_mul, Matrix.mul_assoc]
      rw [e, hC, h', Matrix.mul_one, Matrix.mul_one, Matrix.mul_neg]
      abel
  · rintro ⟨A, hA, rfl⟩
    unfold IsTangent
    simp only [Matrix.transpose_mul, Matrix.transpose_transpose]
    rw [hA]
    simp only [Matrix.mul_neg, Matrix.neg_mul, Matrix.mul_assoc]
```

Tangent variations are also exactly the products AC with A antisymmetric, that is, infinitesimal rotations of the basis space applied to C. Given a tangent X, put W = CᵀX, so that XᵀC = −W, and choose

A = XCᵀ − CXᵀ − CWCᵀ.

Then Aᵀ = CXᵀ − XCᵀ + CWCᵀ = −A, and

AC = X − C(XᵀC) − CW = X + CW − CW = X.

Conversely, (CᵀAC)ᵀ = CᵀAᵀC = −CᵀAC. The two bullets after `constructor` are these two directions.

```lean
/-- For orthonormal orbitals, the projected variation `stiefelProj C Z` is tangent. -/
theorem stiefelProj_isTangent [DecidableEq k] (C Z : Matrix n k ℝ) (hC : Cᵀ * C = 1) :
    IsTangent C (stiefelProj C Z) := by
  -- only the antisymmetric part of the overlap survives
  have h : Cᵀ * stiefelProj C Z = (1 / 2 : ℝ) • (Cᵀ * Z - Zᵀ * C) := by
    unfold stiefelProj
    rw [Matrix.mul_sub, Matrix.mul_smul, ← Matrix.mul_assoc, hC, Matrix.one_mul]
    module
  unfold IsTangent
  rw [h]
  simp only [Matrix.transpose_smul, Matrix.transpose_sub, Matrix.transpose_mul,
    Matrix.transpose_transpose]
  module
```

Using CᵀC = 1,

CᵀP(Z) = CᵀZ − (CᵀZ + ZᵀC)/2 = (CᵀZ − ZᵀC)/2.

This is the line `h`. Transposition reverses its sign, so P(Z) is tangent.

```lean
/-- A tangent variation is left unchanged by the map. -/
theorem stiefelProj_of_isTangent (C X : Matrix n k ℝ) (hX : IsTangent C X) :
    stiefelProj C X = X := by
  have h' : Xᵀ * C = -(Cᵀ * X) := by
    simpa only [IsTangent, Matrix.transpose_mul, Matrix.transpose_transpose] using hX
  unfold stiefelProj
  rw [h', add_neg_cancel, Matrix.mul_zero, smul_zero, sub_zero]
```

If X is tangent, the bracket CᵀX + XᵀC is zero and P(X) = X.

```lean
/-- The map is self-adjoint for the inner product `trace (Xᵀ Y)`, for any coefficients `C`. -/
theorem stiefelProj_selfAdjoint (C X Y : Matrix n k ℝ) :
    trace (Xᵀ * stiefelProj C Y) = trace ((stiefelProj C X)ᵀ * Y) := by
  -- the cross terms agree by transposition and cyclicity of the trace
  have h : trace ((Cᵀ * X) * (Cᵀ * Y)) = trace ((Xᵀ * C) * (Yᵀ * C)) := by
    rw [← Matrix.trace_transpose, Matrix.transpose_mul, Matrix.transpose_mul,
      Matrix.transpose_mul, Matrix.transpose_transpose, Matrix.trace_mul_comm]
  have e1 : Xᵀ * stiefelProj C Y
      = Xᵀ * Y - (1 / 2 : ℝ) • ((Xᵀ * C) * (Cᵀ * Y) + (Xᵀ * C) * (Yᵀ * C)) := by
    simp only [stiefelProj, Matrix.mul_sub, Matrix.mul_smul, Matrix.mul_add, Matrix.mul_assoc]
  have e2 : (stiefelProj C X)ᵀ * Y
      = Xᵀ * Y - (1 / 2 : ℝ) • ((Xᵀ * C) * (Cᵀ * Y) + (Cᵀ * X) * (Cᵀ * Y)) := by
    simp only [stiefelProj, Matrix.transpose_sub, Matrix.transpose_smul, Matrix.transpose_mul,
      Matrix.transpose_add, Matrix.transpose_transpose, Matrix.sub_mul, Matrix.smul_mul,
      Matrix.add_mul, Matrix.mul_assoc]
  rw [e1, e2]
  simp only [Matrix.trace_sub, Matrix.trace_smul, Matrix.trace_add, h]
```

Expanding both sides (`e1` and `e2`) gives

trace(XᵀP(Y)) = trace(XᵀY) − ½ trace(XᵀC CᵀY) − ½ trace(XᵀC YᵀC),

trace(P(X)ᵀY) = trace(XᵀY) − ½ trace(XᵀC CᵀY) − ½ trace(CᵀX CᵀY).

The last terms agree: transposing XᵀC YᵀC gives CᵀY CᵀX, and the trace is cyclic. That is `h`.

```lean
/-- Stiefel tangent projection: for orthonormal orbitals `C` the map is idempotent, self-adjoint
for `trace (Xᵀ Y)`, and its range is the set of all `X` with `Cᵀ X` antisymmetric. -/
theorem stiefel_tangent_projection [DecidableEq k] (C : Matrix n k ℝ) (hC : Cᵀ * C = 1) :
    (∀ Z, stiefelProj C (stiefelProj C Z) = stiefelProj C Z) ∧
    (∀ X Y, trace (Xᵀ * stiefelProj C Y) = trace ((stiefelProj C X)ᵀ * Y)) ∧
    Set.range (stiefelProj C) = {X | (Cᵀ * X)ᵀ = -(Cᵀ * X)} := by
  refine ⟨fun Z => stiefelProj_of_isTangent C _ (stiefelProj_isTangent C Z hC),
    stiefelProj_selfAdjoint C, ?_⟩
  ext X
  constructor
  · rintro ⟨Z, rfl⟩
    exact stiefelProj_isTangent C Z hC
  · intro hX
    exact ⟨X, stiefelProj_of_isTangent C X hX⟩
```

The main theorem has three parts, joined by `∧`. Since P(Z) is tangent and P fixes tangent matrices, P(P(Z)) = P(Z). Self-adjointness was just shown. For the range, every P(Z) is tangent, and every tangent X is P(X).

```lean
/-- For orthonormal orbitals `C`, the squared distance from `Z` to a tangent variation `X` is the
squared distance from `Z` to its projection plus the squared distance from the projection to `X`. -/
theorem stiefelProj_pythagoras [DecidableEq k] (C Z X : Matrix n k ℝ) (hC : Cᵀ * C = 1)
    (hX : IsTangent C X) :
    trace ((Z - X)ᵀ * (Z - X))
      = trace ((Z - stiefelProj C Z)ᵀ * (Z - stiefelProj C Z))
        + trace ((stiefelProj C Z - X)ᵀ * (stiefelProj C Z - X)) := by
  have hT : IsTangent C (stiefelProj C Z - X) := by
    have hP := stiefelProj_isTangent C Z hC
    unfold IsTangent at hP hX ⊢
    rw [Matrix.mul_sub, Matrix.transpose_sub, hP, hX]
    abel
  -- the residual is orthogonal to the tangent difference `stiefelProj C Z - X`
  have h1 : trace ((stiefelProj C Z - X)ᵀ * (Z - stiefelProj C Z)) = 0 := by
    rw [Matrix.mul_sub, Matrix.trace_sub, stiefelProj_selfAdjoint,
      stiefelProj_of_isTangent C _ hT, sub_self]
  have h2 : trace ((Z - stiefelProj C Z)ᵀ * (stiefelProj C Z - X)) = 0 := by
    rw [← Matrix.trace_transpose, Matrix.transpose_mul, Matrix.transpose_transpose, h1]
  have e : Z - X = (Z - stiefelProj C Z) + (stiefelProj C Z - X) := by abel
  rw [e, Matrix.transpose_add, Matrix.add_mul, Matrix.mul_add, Matrix.mul_add,
    Matrix.trace_add, Matrix.trace_add, Matrix.trace_add, h1, h2]
  ring
```

Split Z − X into R = Z − P(Z) and T = P(Z) − X. Since T is tangent,

trace(TᵀR) = trace(TᵀZ) − trace(TᵀP(Z)) = trace(TᵀZ) − trace(P(T)ᵀZ) = 0.

The cross terms vanish (`h1`, `h2`), leaving the Pythagorean identity. Hence P(Z) is the tangent matrix closest to Z.

In direct minimisation of an SCF energy over real orbitals in a finite orthonormal basis, P turns the raw gradient into a tangent one. A straight step from C to C + εX along a nonzero tangent X still leaves an error ε²XᵀX in the overlap, so the orbitals are then orthonormalised again. A finite rotation exp(εA)C, with A antisymmetric and AC = X, starts in the same direction and keeps them orthonormal.

```lean
/-- Two orthonormal orbitals in a space of three basis functions. -/
def twoOrbitals : Matrix (Fin 3) (Fin 2) ℝ := !![1, 0; 0, 1; 0, 0]
```

The example takes the first two of three basis functions as orbitals.

```lean
/-- The two orbitals are orthonormal, and the map sends an explicit variation to a different,
nonzero one. -/
theorem stiefelProj_witness :
    twoOrbitalsᵀ * twoOrbitals = 1 ∧
    stiefelProj twoOrbitals !![1, 2; 0, 1; 3, 4] = !![0, 1; -1, 0; 3, 4] := by
  constructor
  · ext i j
    fin_cases i <;> fin_cases j <;>
      norm_num [twoOrbitals, Matrix.mul_apply, Fin.sum_univ_succ]
  · ext i j
    have h2 : ∀ (a : ℝ) (f : Fin 2 → ℝ), vecCons a f (2 : Fin 3) = f 1 := fun _ _ => rfl
    -- expand all products into entries before inserting the numbers
    simp only [stiefelProj, Matrix.sub_apply, Matrix.smul_apply, Matrix.mul_apply,
      Matrix.add_apply, Matrix.transpose_apply, Fin.sum_univ_two, Fin.sum_univ_three,
      smul_eq_mul]
    fin_cases i <;> fin_cases j <;> norm_num [twoOrbitals, h2]

end StiefelTangentProjection
```

Here CᵀZ is the upper 2 × 2 block of Z. P keeps its antisymmetric part and leaves the third row alone, so the projection really changes this Z.

The condition CᵀC = 1 presumes orthonormal basis functions. A model with a basis overlap matrix S would require CᵀSC = 1, replace Cᵀ by CᵀS and Zᵀ by ZᵀS inside the bracket, and use trace(XᵀSY) as inner product.

The same argument also handles the Grassmann case, where rotations among the orbitals in C don't count: Z − CCᵀZ is idempotent and self-adjoint, with range CᵀX = 0.

```lean
#print axioms StiefelTangentProjection.velocity_isTangent
#print axioms StiefelTangentProjection.isTangent_iff_generator
#print axioms StiefelTangentProjection.stiefel_tangent_projection
#print axioms StiefelTangentProjection.stiefelProj_pythagoras
```

```
'StiefelTangentProjection.velocity_isTangent' depends on axioms: [propext, Classical.choice, Quot.sound]
'StiefelTangentProjection.isTangent_iff_generator' depends on axioms: [propext, Classical.choice, Quot.sound]
'StiefelTangentProjection.stiefel_tangent_projection' depends on axioms: [propext, Classical.choice, Quot.sound]
'StiefelTangentProjection.stiefelProj_pythagoras' depends on axioms: [propext, Classical.choice, Quot.sound]
```
